# Discrete orthogonality of plane waves on a finite FFT grid, up to aliasing

Two plane waves with integer indices `m` and `m'` are sampled on a finite grid with `N a` points, at least one, along each axis `a`. The theorem `gridWave_orthogonality` states that the sum over the grid of the conjugate of the first times the second is the total number of grid points if `m a` and `m' a` are congruent modulo `N a` on every axis, and zero otherwise. The waves are unnormalised; divided by the number of grid points, the overlap is 1 or 0. The proof writes each term as a product over the axes of phases in `m' a - m a`, factorises the grid sum into one sum per axis, and evaluates each of these with `sum_phase`.

This version doesn't compile in Lean 4 with Mathlib:

```lean
import Mathlib

open ComplexConjugate

namespace PlaneWaveFFTGrid

noncomputable section

variable {d : ℕ}

/-- The storage index of the plane wave `m` in an FFT array with `N a` points along axis `a`:
each component is reduced modulo `N a`. -/
def fold (N : Fin d → ℕ) (m : Fin d → ℤ) : Fin d → ℤ := fun a => m a % (N a : ℤ)

/-- The plane wave `m` sampled at the grid point `j`: `exp (2 π i ∑ m_a j_a / N_a)`. -/
def gridWave (N : Fin d → ℕ) (m : Fin d → ℤ) (j : ∀ a, Fin (N a)) : ℂ :=
  Complex.exp (2 * Real.pi * Complex.I * ∑ a, (m a : ℂ) * ((j a : ℕ) : ℂ) / (N a : ℂ))

/-- Two plane waves share a storage index exactly when their components differ by multiples
of the grid sizes. -/
theorem fold_eq_iff {N : Fin d → ℕ} {m m' : Fin d → ℤ} :
    fold N m = fold N m' ↔ ∀ a, (N a : ℤ) ∣ m' a - m a := by
  rw [funext_iff]
  exact forall_congr' fun a => Int.modEq_iff_dvd

/-- Along one axis, the phases `exp (2 π i k j / N)` sum to `N` if `N` divides `k`, and to zero
otherwise. -/
theorem sum_phase {N : ℕ} (hN : 0 < N) (k : ℤ) :
    ∑ j : Fin N, Complex.exp (2 * Real.pi * Complex.I * ((k : ℂ) * ((j : ℕ) : ℂ) / (N : ℂ))) =
      if (N : ℤ) ∣ k then (N : ℂ) else 0 := by
  have hN' : (N : ℂ) ≠ 0 := by exact_mod_cast hN.ne'
  obtain ⟨z, hz⟩ : ∃ z, z = Complex.exp (2 * Real.pi * Complex.I * ((k : ℂ) / (N : ℂ))) :=
    ⟨_, rfl⟩
  have hpow : ∀ j : Fin N, Complex.exp (2 * Real.pi * Complex.I *
      ((k : ℂ) * ((j : ℕ) : ℂ) / (N : ℂ))) = z ^ (j : ℕ) := by
    intro j
    rw [hz, ← Complex.exp_nat_mul]
    congr 1
    ring
  rw [Finset.sum_congr rfl fun j _ => hpow j, Fin.sum_univ_eq_sum_range (fun i => z ^ i) N]
  split_ifs with h
  · obtain ⟨q, hq⟩ := h
    have h1 : z = 1 := by
      rw [hz, Complex.exp_eq_one_iff]
      refine ⟨q, ?_⟩
      rw [hq]
      push_cast
      rw [mul_div_cancel_left₀ _ hN']
      ring
    simp [h1]
  · have h1 : z ≠ 1 := by
      intro h1
      rw [hz, Complex.exp_eq_one_iff] at h1
      obtain ⟨q, hq⟩ := h1
      have h2 : (k : ℂ) / N = q :=
        mul_left_cancel₀ Complex.two_pi_I_ne_zero (by linear_combination hq)
      rw [div_eq_iff hN'] at h2
      exact h ⟨q, by exact_mod_cast h2.trans (mul_comm _ _)⟩
    have h2 : z ^ N = 1 := by
      rw [hz, ← Complex.exp_nat_mul, Complex.exp_eq_one_iff]
      exact ⟨k, by field_simp⟩
    have g := geom_sum_mul z N
    rw [h2, sub_self] at g
    exact (mul_eq_zero.mp g).resolve_right (sub_ne_zero.mpr h1)

/-- Discrete orthogonality: the grid overlap of two plane waves is the number of grid points if
they share a storage index, and zero otherwise. -/
theorem gridWave_orthogonality {N : Fin d → ℕ} (hN : ∀ a, 0 < N a) (m m' : Fin d → ℤ) :
    ∑ j, conj (gridWave N m j) * gridWave N m' j =
      if fold N m = fold N m' then ∏ a, (N a : ℂ) else 0 := by
  have key : ∀ j : (∀ a, Fin (N a)), conj (gridWave N m j) * gridWave N m' j =
      ∏ a, Complex.exp (2 * Real.pi * Complex.I *
        (((m' a - m a : ℤ) : ℂ) * ((j a : ℕ) : ℂ) / (N a : ℂ))) := by
    intro j
    have hc : conj (2 * Real.pi * Complex.I * ∑ a, (m a : ℂ) * ((j a : ℕ) : ℂ) / (N a : ℂ)) =
        -(2 * Real.pi * Complex.I * ∑ a, (m a : ℂ) * ((j a : ℕ) : ℂ) / (N a : ℂ)) := by
      simp
    have hs : ∑ a, ((m' a - m a : ℤ) : ℂ) * ((j a : ℕ) : ℂ) / (N a : ℂ) =
        ∑ a, (m' a : ℂ) * ((j a : ℕ) : ℂ) / (N a : ℂ) -
          ∑ a, (m a : ℂ) * ((j a : ℕ) : ℂ) / (N a : ℂ) := by
      rw [← Finset.sum_sub_distrib]
      refine Finset.sum_congr rfl fun a _ => ?_
      push_cast
      ring
    unfold gridWave
    rw [← Complex.exp_conj, ← Complex.exp_add, ← Complex.exp_sum, ← Finset.mul_sum, hc, hs]
    congr 1
    ring
  -- the sum over the grid factorises into one geometric sum per axis
  rw [Finset.sum_congr rfl fun j _ => key j,
    ← Fintype.prod_sum (fun a (k : Fin (N a)) => Complex.exp (2 * Real.pi * Complex.I *
        (((m' a - m a : ℤ) : ℂ) * ((k : ℕ) : ℂ) / (N a : ℂ)))),
    Finset.prod_congr rfl fun a _ => sum_phase (hN a) (m' a - m a)]
  split_ifs with h
  · exact Finset.prod_congr rfl fun a _ => if_pos (fold_eq_iff.1 h a)
  · rw [fold_eq_iff, not_forall] at h
    obtain ⟨a, ha⟩ := h
    exact Finset.prod_eq_zero (Finset.mem_univ a) (if_neg ha)

end

end PlaneWaveFFTGrid
```

The error:

```
Main.lean:76:85: error: unsolved goals
d : ℕ
N : Fin d → ℕ
hN : ∀ (a : Fin d), 0 < N a
m m' : Fin d → ℤ
j : (a : Fin d) → Fin (N a)
⊢ (starRingEnd ℂ) 2 = 2 ∨ ∑ x, ↑(m x) * ↑↑(j x) / ↑(N x) = 0
```

As a diff, the version that Lean accepts:

```diff
@@ -75,5 +75,7 @@
     have hc : conj (2 * Real.pi * Complex.I * ∑ a, (m a : ℂ) * ((j a : ℕ) : ℂ) / (N a : ℂ)) =
         -(2 * Real.pi * Complex.I * ∑ a, (m a : ℂ) * ((j a : ℕ) : ℂ) / (N a : ℂ)) := by
-      simp
+      have h2 : conj (2 : ℂ) = 2 := by
+        apply Complex.ext <;> simp [Complex.conj_re, Complex.conj_im]
+      simp [h2]
     have hs : ∑ a, ((m' a - m a : ℤ) : ℂ) * ((j a : ℕ) : ℂ) / (N a : ℂ) =
         ∑ a, (m' a : ℂ) * ((j a : ℕ) : ℂ) / (N a : ℂ) -
```

The error is in the auxiliary fact `hc`, which says that conjugating the exponent of a plane wave changes its sign, the exponent being `2 * Real.pi * Complex.I` times a real sum. The call to `simp` does most of the work, but it leaves a disjunction: either the conjugate of `2` is `2`, or the sum over the axes is zero. A disjunction of this form arises when a common factor is cancelled from an equation between products, since the equation also holds if that factor is zero. The sum need not vanish, so the goal has to be closed through the first alternative. That alternative is true, but `simp` did not reduce the conjugate of the numeral `2` to `2` here.

The repair proves the missing equation as `h2`, using `Complex.ext` to compare real and imaginary parts. With `simp [h2]`, the conjugate of `2` is rewritten to `2`, and the obstacle is gone.
